# Threshold and High-Energy Limits of the Stobbe Cross Section for Hydrogenic K-Shell Photoionization

The K-shell cross section is taken here as a closed formula: it is defined, not derived from a dipole matrix element. The formula describes one electron in the bare Coulomb field of a nucleus of charge $Z$, treated non-relativistically and in the dipole approximation. Screening, relaxation and relativistic corrections are absent, so "high energy" means the limit $\omega\to\infty$ of this formula. Physically, that describes photon energies far above the ionization energy but well below the electron's rest energy.

Within this model two laws are proved. At the absorption edge the cross section tends to a definite value, and far above the edge it falls as $\omega^{-7/2}$ with a coefficient proportional to $Z^5$. In core-level spectroscopy these are the edge height and the high-energy tail of a hydrogenic, one-electron K shell.

```lean
import Mathlib

open Filter Topology Real

namespace StobbePhotoionization

noncomputable section
```

## The Stobbe factor and its variables

The energy dependence sits in a function of the Coulomb parameter $n>0$:

$$f(n)=\left(\frac{n^2}{1+n^2}\right)^4\frac{e^{-4n\arctan(1/n)}}{1-e^{-2\pi n}} .$$

A slow photoelectron has large $n$, a fast one small $n$.

```lean
/-- The Stobbe factor of hydrogenic K-shell photoionization as a function of the
Coulomb parameter `n > 0`. -/
def stobbe (n : ℝ) : ℝ :=
  (n ^ 2 / (1 + n ^ 2)) ^ 4 * Real.exp (-4 * n * Real.arctan (1 / n)) /
    (1 - Real.exp (-2 * π * n))
```

Let $\omega$ be the photon energy and $I$ the ionization energy. The photoelectron leaves with kinetic energy $\omega-I$, and

$$n=\sqrt{\frac{I}{\omega-I}},\qquad \omega>I>0 .$$

```lean
/-- The Coulomb parameter of a photoelectron released by a photon of energy `ω` from a
level of ionization energy `I > 0`, for `ω > I`. -/
def coulombParam (I ω : ℝ) : ℝ := √(I / (ω - I))
```

For a hydrogenic K shell $I=Z^2R$, with $R$ the Rydberg energy in the units of $\omega$. The cross section is

$$\sigma(\omega)=\frac{\sigma_0}{Z^2}\,f(n).$$

The prefactor $\sigma_0$ collects the constants that depend on neither energy nor charge. In the dipole approximation it is $2^9\pi^2\alpha a_0^2/3$ per K electron, with $\alpha$ the fine-structure constant and $a_0$ the Bohr radius. The Lean definition leaves `σ₀` as an arbitrary real number, and `Z` is real as well, not restricted to integers.

```lean
/-- The K-shell cross section at photon energy `ω` for nuclear charge `Z > 0`, with
ionization energy `Z ^ 2 * R`, prefactor `σ₀` and `ω > Z ^ 2 * R > 0`. -/
def crossSection (σ₀ R Z ω : ℝ) : ℝ :=
  σ₀ / Z ^ 2 * stobbe (coulombParam (Z ^ 2 * R) ω)
```

At $\omega=I$ Lean's conventions for division by zero give this function the value 0, which plays no part below because the threshold limit is taken from above.

## Seven halves as a power of a square

The exponent $7/2$ is a real power. For $x\ge 0$,

$$(x^2)^{7/2}=x^{2\cdot 7/2}=x^7 .$$

This is used twice: once to factorize $f$, and once to extract the power of $Z$.

```lean
/-- The power 7/2 of the square of a nonnegative number is its seventh power. -/
theorem sq_rpow_seven_halves {x : ℝ} (hx : 0 ≤ x) : (x ^ 2) ^ (7 / 2 : ℝ) = x ^ 7 := by
  rw [← Real.rpow_natCast x 2, ← Real.rpow_mul hx, ← Real.rpow_natCast x 7]
  norm_num
```

## The Coulomb factor of a fast electron

Put $g(x)=1-e^{-2\pi x}$. Then $g(0)=0$ and $g'(0)=2\pi$, so $g(n)/n\to 2\pi$ as $n\to0^+$. Since this limit is non-zero, it can be inverted:

$$\frac{n}{1-e^{-2\pi n}}\longrightarrow\frac1{2\pi}.$$

In the proof `hd` is the derivative, `hs` the limit of the difference quotient restricted to positive $n$, and `hi` its inverse. The notation `𝓝[>] 0` means that $n$ approaches 0 through positive values.

```lean
/-- For a fast photoelectron, `n → 0+`, the Coulomb factor `n / (1 - exp (-2πn))`
tends to `1 / (2π)`. -/
theorem coulomb_factor_limit :
    Tendsto (fun n : ℝ => n / (1 - Real.exp (-2 * π * n))) (𝓝[>] 0) (𝓝 (1 / (2 * π))) := by
  -- the denominator vanishes linearly, with slope 2π
  have hd : HasDerivAt (fun x : ℝ => 1 - Real.exp (-2 * π * x)) (2 * π) 0 :=
    ((((hasDerivAt_id' (0 : ℝ)).const_mul (-2 * π)).exp).const_sub 1).congr_deriv (by simp)
  have hs := hd.tendsto_slope_zero.mono_left
    (nhdsWithin_mono (0 : ℝ) (fun x (hx : x ∈ Set.Ioi (0 : ℝ)) => (Set.mem_Ioi.mp hx).ne'))
  have hi := hs.inv₀ (by positivity)
  rw [one_div]
  refine hi.congr (fun t => ?_)
  simp only [zero_add, mul_zero, Real.exp_zero, sub_self, sub_zero, smul_eq_mul]
  rw [mul_inv, inv_inv, div_eq_mul_inv]
```

In floating-point code the subtraction $1-e^{-2\pi n}$ loses digits for small $n$. The usual remedy is the library function `expm1`, which returns $e^x-1$ accurately, so that the factor is evaluated as $-n/\mathrm{expm1}(-2\pi n)$.

## An exact factorization

Let $s=\sqrt{1+n^2}$. Then

$$1+\frac1{n^2}=\left(\frac sn\right)^2,\qquad \frac{n^2}{1+n^2}=\left(\frac ns\right)^2 .$$

The fourth power in $f$ gives $(n/s)^8$, while the factor $(1+1/n^2)^{7/2}$ gives $(s/n)^7$. One power of $n/s$ survives:

$$f(n)\left(1+\frac1{n^2}\right)^{7/2}=\frac{e^{-4n\arctan(1/n)}}{\sqrt{1+n^2}}\cdot\frac{n}{1-e^{-2\pi n}} .$$

This holds for every $n>0$, not only in the limit. The two rewritings are `hy` and `hfrac`, and `hc` counts the powers. The closing `linear_combination` multiplies that count by the factor common to both sides, the exponential divided by $1-e^{-2\pi n}$.

```lean
/-- For `n > 0`, the Stobbe factor times the power 7/2 of `1 + 1 / n ^ 2` is an exponential
over a square root, times the Coulomb factor. -/
theorem stobbe_factorization {n : ℝ} (hn : 0 < n) :
    stobbe n * (1 + 1 / n ^ 2) ^ (7 / 2 : ℝ) =
      Real.exp (-4 * n * Real.arctan (1 / n)) / √(1 + n ^ 2) *
        (n / (1 - Real.exp (-2 * π * n))) := by
  have hs : 0 < √(1 + n ^ 2) := Real.sqrt_pos.mpr (by positivity)
  have hsq : √(1 + n ^ 2) ^ 2 = 1 + n ^ 2 := Real.sq_sqrt (by positivity)
  have hn2 : n ^ 2 ≠ 0 := by positivity
  have hy : 1 + 1 / n ^ 2 = (√(1 + n ^ 2) / n) ^ 2 := by
    rw [div_pow, hsq, add_div, div_self hn2]
    exact add_comm _ _
  have hfrac : n ^ 2 / (1 + n ^ 2) = (n / √(1 + n ^ 2)) ^ 2 := by
    rw [div_pow, hsq]
  -- eight powers of n / s meet seven powers of s / n
  have hc : ∀ s : ℝ, 0 < s → ((n / s) ^ 2) ^ 4 * (s / n) ^ 7 = n / s := by
    intro s hs
    field_simp
  unfold stobbe
  rw [hy, sq_rpow_seven_halves (by positivity), hfrac]
  linear_combination (Real.exp (-4 * n * Real.arctan (1 / n)) /
    (1 - Real.exp (-2 * π * n))) * hc _ hs
```

## The threshold value $e^{-4}$

Let $n\to\infty$ and write $u=1/n\to0$. The three ingredients of $f$ behave as follows:

$$n\arctan\frac1n=\frac{\arctan u}{u}\to\arctan'(0)=1,\qquad \frac{n^2}{1+n^2}=\frac1{1+u^2}\to1,\qquad e^{-2\pi n}\to0 .$$

Hence

$$f(n)\to 1^4\cdot\frac{e^{-4}}{1-0}=e^{-4}.$$

These limits are `harc`, `h1` and `h3`; `h2` carries the first into the exponential. The statement `Tendsto stobbe atTop (𝓝 (Real.exp (-4)))` says that $f(n)$ tends to $e^{-4}$ as $n$ grows without bound.

```lean
/-- Threshold law: the Stobbe factor tends to `exp (-4)` as `n → ∞`. -/
theorem stobbe_threshold : Tendsto stobbe atTop (𝓝 (Real.exp (-4))) := by
  have hx : Tendsto (fun n : ℝ => n⁻¹) atTop (𝓝 0) := tendsto_inv_atTop_zero
  have hx' : Tendsto (fun n : ℝ => n⁻¹) atTop (𝓝[≠] 0) :=
    tendsto_nhdsWithin_iff.mpr
      ⟨hx, (eventually_gt_atTop 0).mono fun n hn => inv_ne_zero hn.ne'⟩
  -- the slope of arctan at the origin fixes the exponent
  have harc : Tendsto (fun n : ℝ => n * Real.arctan (1 / n)) atTop (𝓝 1) := by
    simpa [Function.comp_def] using (Real.hasDerivAt_arctan 0).tendsto_slope_zero.comp hx'
  have h1 : Tendsto (fun n : ℝ => n ^ 2 / (1 + n ^ 2)) atTop (𝓝 1) := by
    have h : Tendsto (fun n : ℝ => 1 / (1 + n⁻¹ ^ 2)) atTop (𝓝 (1 / (1 + 0 ^ 2))) :=
      tendsto_const_nhds.div (tendsto_const_nhds.add (hx.pow 2)) (by norm_num)
    have h0 : (1 : ℝ) / (1 + 0 ^ 2) = 1 := by norm_num
    rw [h0] at h
    refine h.congr' ?_
    filter_upwards [eventually_gt_atTop 0] with n hn
    have hu : n * n⁻¹ = 1 := mul_inv_cancel₀ hn.ne'
    rw [div_eq_div_iff (by positivity) (by positivity)]
    linear_combination (-(n * n⁻¹) - 1) * hu
  have h2 : Tendsto (fun n : ℝ => Real.exp (-4 * n * Real.arctan (1 / n))) atTop
      (𝓝 (Real.exp (-4))) := by
    simpa only [mul_assoc, mul_one] using (harc.const_mul (-4)).rexp
  have h3 : Tendsto (fun n : ℝ => Real.exp (-2 * π * n)) atTop (𝓝 0) :=
    Real.tendsto_exp_atBot.comp
      (tendsto_id.const_mul_atTop_of_neg (by linarith [Real.pi_pos]))
  have h : Tendsto stobbe atTop (𝓝 (1 ^ 4 * Real.exp (-4) / (1 - 0))) :=
    ((h1.pow 4).mul h2).div (tendsto_const_nhds.sub h3) (by norm_num)
  simpa only [one_pow, one_mul, sub_zero, div_one] using h
```

A program that tabulates the cross section from the edge upwards meets $n=\infty$ at its first grid point, where $n\arctan(1/n)$ becomes infinity times zero. Working with $u=\sqrt{(\omega-I)/I}$ and setting $\arctan(u)/u$ to 1 at $u=0$ avoids this, provided that $e^{-2\pi/u}$ is set to 0 there.

## The high-energy constant $1/(2\pi)$

Now let $n\to0^+$ in the factorization. Since the arctangent lies between $-\pi/2$ and $\pi/2$,

$$-\frac{\pi}{2}\,n\le n\arctan\frac1n\le\frac{\pi}{2}\,n ,$$

and both bounds vanish. The exponential therefore tends to 1, as does $\sqrt{1+n^2}$. Only the Coulomb factor is left:

$$f(n)\left(1+\frac1{n^2}\right)^{7/2}\to\frac11\cdot\frac1{2\pi}=\frac1{2\pi}.$$

In Lean, `hlo` and `hhi` are the limits of the two bounds, `he` and `hr` those of the exponential and the root. The result is then transferred through `stobbe_factorization`, which is available because $n$ is positive along the limit.

```lean
/-- High-energy law: the Stobbe factor times the power 7/2 of `1 + 1 / n ^ 2` tends to
`1 / (2π)` as `n → 0+`. -/
theorem stobbe_high_energy :
    Tendsto (fun n : ℝ => stobbe n * (1 + 1 / n ^ 2) ^ (7 / 2 : ℝ)) (𝓝[>] 0)
      (𝓝 (1 / (2 * π))) := by
  have hid : Tendsto (fun n : ℝ => n) (𝓝[>] 0) (𝓝 0) := nhdsWithin_le_nhds
  -- arctan is bounded, so the exponent vanishes
  have harc : Tendsto (fun n : ℝ => n * Real.arctan (1 / n)) (𝓝[>] 0) (𝓝 0) := by
    have hlo : Tendsto (fun n : ℝ => n * (-(π / 2))) (𝓝[>] 0) (𝓝 0) := by
      simpa only [zero_mul] using hid.mul_const (-(π / 2))
    have hhi : Tendsto (fun n : ℝ => n * (π / 2)) (𝓝[>] 0) (𝓝 0) := by
      simpa only [zero_mul] using hid.mul_const (π / 2)
    refine tendsto_of_tendsto_of_tendsto_of_le_of_le' hlo hhi ?_ ?_
    · filter_upwards [self_mem_nhdsWithin] with n hn
      exact mul_le_mul_of_nonneg_left (Real.neg_pi_div_two_lt_arctan _).le
        (Set.mem_Ioi.mp hn).le
    · filter_upwards [self_mem_nhdsWithin] with n hn
      exact mul_le_mul_of_nonneg_left (Real.arctan_lt_pi_div_two _).le
        (Set.mem_Ioi.mp hn).le
  have he : Tendsto (fun n : ℝ => Real.exp (-4 * n * Real.arctan (1 / n))) (𝓝[>] 0)
      (𝓝 1) := by
    simpa only [mul_assoc, mul_zero, Real.exp_zero] using (harc.const_mul (-4)).rexp
  have hr : Tendsto (fun n : ℝ => √(1 + n ^ 2)) (𝓝[>] 0) (𝓝 1) := by
    have hc : Continuous (fun n : ℝ => √(1 + n ^ 2)) := by fun_prop
    have h := (hc.tendsto 0).mono_left (nhdsWithin_le_nhds (s := Set.Ioi 0))
    simpa using h
  have h := (he.div hr one_ne_zero).mul coulomb_factor_limit
  rw [div_one, one_mul] at h
  refine h.congr' ?_
  filter_upwards [self_mem_nhdsWithin] with n hn
  exact (stobbe_factorization (Set.mem_Ioi.mp hn)).symm
```

## The cross section at the absorption edge

Let $\omega$ fall to $I=Z^2R$ from above, with $Z,R>0$. Then $\omega-I\to0^+$, so $I/(\omega-I)\to\infty$ and $n\to\infty$. Inserting this into the threshold law gives

$$\sigma(\omega)\to\frac{\sigma_0}{Z^2}\,e^{-4}.$$

For $\sigma_0>0$ the cross section thus starts at a finite, non-zero height, although the photoelectron has no kinetic energy there. The proof follows the same chain: `h1` is the approach of $\omega-I$ to zero through positive values, `h2` the divergence of $n$, and the last line composes it with `stobbe_threshold`.

```lean
/-- As the photon energy falls to the ionization energy `Z ^ 2 * R`, with `Z, R > 0`, the
K-shell cross section tends to `σ₀ / Z ^ 2 * exp (-4)`. -/
theorem crossSection_threshold (σ₀ : ℝ) {R Z : ℝ} (hR : 0 < R) (hZ : 0 < Z) :
    Tendsto (crossSection σ₀ R Z) (𝓝[>] (Z ^ 2 * R)) (𝓝 (σ₀ / Z ^ 2 * Real.exp (-4))) := by
  have hI : 0 < Z ^ 2 * R := by positivity
  have h0 : Tendsto (fun ω : ℝ => ω - Z ^ 2 * R) (𝓝[>] (Z ^ 2 * R)) (𝓝 0) := by
    have hc : Continuous (fun ω : ℝ => ω - Z ^ 2 * R) := by fun_prop
    have h := (hc.tendsto (Z ^ 2 * R)).mono_left
      (nhdsWithin_le_nhds (s := Set.Ioi (Z ^ 2 * R)))
    simpa only [sub_self] using h
  have h1 : Tendsto (fun ω : ℝ => ω - Z ^ 2 * R) (𝓝[>] (Z ^ 2 * R)) (𝓝[>] 0) := by
    refine tendsto_nhdsWithin_iff.mpr ⟨h0, ?_⟩
    filter_upwards [self_mem_nhdsWithin] with ω hω
    exact sub_pos.mpr (Set.mem_Ioi.mp hω)
  -- a slow photoelectron has a diverging Coulomb parameter
  have h2 : Tendsto (coulombParam (Z ^ 2 * R)) (𝓝[>] (Z ^ 2 * R)) atTop :=
    Real.tendsto_sqrt_atTop.comp ((tendsto_inv_nhdsGT_zero.comp h1).const_mul_atTop hI)
  exact (stobbe_threshold.comp h2).const_mul (σ₀ / Z ^ 2)
```

## The $\omega^{-7/2}$ tail and its $Z^5$ coefficient

Let $\omega\to\infty$ at fixed $Z,R>0$. Then $n\to0^+$, and for $\omega>I$

$$1+\frac1{n^2}=1+\frac{\omega-I}{I}=\frac{\omega}{I}.$$

The photon energy itself satisfies

$$\omega^{7/2}=I^{7/2}\left(\frac{\omega}{I}\right)^{7/2}=Z^7R^{7/2}\left(1+\frac1{n^2}\right)^{7/2}.$$

Multiplying by $\sigma=\sigma_0 f(n)/Z^2$ turns $Z^7/Z^2$ into $Z^5$:

$$\sigma(\omega)\,\omega^{7/2}=\sigma_0R^{7/2}Z^5\,f(n)\left(1+\frac1{n^2}\right)^{7/2}\to\frac{\sigma_0R^{7/2}Z^5}{2\pi}.$$

The steps `hn`, `hω'` and `hZ5` are these three pieces of algebra. They are needed only for $\omega>I$, which holds from some point on. For two nuclei with the same $R$ and the same non-zero $\sigma_0$, the ratio of the cross sections at a common photon energy therefore tends to the fifth power of the charge ratio as $\omega\to\infty$. At a finite photon energy the fifth power is only an approximation, and it requires $\omega$ to lie far above both edges.

```lean
/-- At high photon energy and for `Z, R > 0`, the K-shell cross section times `ω ^ (7/2)`
tends to a constant proportional to the fifth power of the nuclear charge. -/
theorem crossSection_high_energy (σ₀ : ℝ) {R Z : ℝ} (hR : 0 < R) (hZ : 0 < Z) :
    Tendsto (fun ω : ℝ => crossSection σ₀ R Z ω * ω ^ (7 / 2 : ℝ)) atTop
      (𝓝 (σ₀ * R ^ (7 / 2 : ℝ) * Z ^ 5 * (1 / (2 * π)))) := by
  have hI : 0 < Z ^ 2 * R := by positivity
  have h1 : Tendsto (fun ω : ℝ => ω - Z ^ 2 * R) atTop atTop := by
    have h : Tendsto (fun ω : ℝ => ω + -(Z ^ 2 * R)) atTop atTop :=
      tendsto_atTop_add_const_right atTop (-(Z ^ 2 * R)) tendsto_id
    simpa only [← sub_eq_add_neg] using h
  have h2 : Tendsto (coulombParam (Z ^ 2 * R)) atTop (𝓝[>] 0) := by
    refine tendsto_nhdsWithin_iff.mpr ⟨?_, ?_⟩
    · have h := (Real.continuous_sqrt.tendsto 0).comp (h1.const_div_atTop (Z ^ 2 * R))
      rw [Real.sqrt_zero] at h
      exact h
    · filter_upwards [eventually_gt_atTop (Z ^ 2 * R)] with ω hω
      exact Real.sqrt_pos.mpr (div_pos hI (sub_pos.mpr hω))
  refine ((stobbe_high_energy.comp h2).const_mul
    (σ₀ * R ^ (7 / 2 : ℝ) * Z ^ 5)).congr' ?_
  filter_upwards [eventually_gt_atTop (Z ^ 2 * R)] with ω hω
  have hd : 0 < ω - Z ^ 2 * R := sub_pos.mpr hω
  -- 1 + 1 / n ^ 2 is the photon energy in units of the ionization energy
  have hn : 1 + 1 / coulombParam (Z ^ 2 * R) ω ^ 2 = ω / (Z ^ 2 * R) := by
    unfold coulombParam
    rw [Real.sq_sqrt (div_pos hI hd).le, one_div_div, sub_div, div_self hI.ne']
    ring
  have hω' : ω ^ (7 / 2 : ℝ) =
      Z ^ 7 * R ^ (7 / 2 : ℝ) * (ω / (Z ^ 2 * R)) ^ (7 / 2 : ℝ) := by
    rw [← sq_rpow_seven_halves hZ.le, ← Real.mul_rpow (by positivity) hR.le,
      ← Real.mul_rpow hI.le (div_pos (hI.trans hω) hI).le, mul_div_cancel₀ _ hI.ne']
  have hZ5 : σ₀ / Z ^ 2 * Z ^ 7 = σ₀ * Z ^ 5 := by
    field_simp
  simp only [Function.comp_apply]
  rw [hn, hω']
  unfold crossSection
  linear_combination (-(stobbe (coulombParam (Z ^ 2 * R) ω) * R ^ (7 / 2 : ℝ) *
    (ω / (Z ^ 2 * R)) ^ (7 / 2 : ℝ))) * hZ5

end

end StobbePhotoionization
```

The theorem gives no rate of convergence, and the approach is slow. Evaluating the factorization at $n=0.1$, that is at $\omega=101\,I$, gives about $0.118$, against the limit $1/(2\pi)\approx0.159$. A code that extends a hydrogenic table by a pure $\omega^{-7/2}$ tail with the limiting coefficient would therefore overestimate this model's cross section by about a third at that energy. Evaluating $f(n)$ directly costs little and avoids the error.

```lean
#print axioms StobbePhotoionization.crossSection_threshold
#print axioms StobbePhotoionization.crossSection_high_energy
```

```
'StobbePhotoionization.crossSection_threshold' depends on axioms: [propext, Classical.choice, Quot.sound]
'StobbePhotoionization.crossSection_high_energy' depends on axioms: [propext, Classical.choice, Quot.sound]
```
